# Eliminating finitely many auxiliary momenta, coupled linearly to one momentum but not to one another, leaves a memory kernel that is a sum of exponentials

Should the equations of an extended-variable thermostat, taken without its random forces, hold at all real times, or only from the moment the auxiliary momenta are set to zero? I ask because I'd like to see a familiar claim made rigorous and machine-checked. A momentum $p$ is coupled to auxiliary momenta $s_k$, with $k$ in a finite set, by

$$p'=-\sum_k c_k s_k,\qquad s_k'=c_kp-a_ks_k,\qquad s_k(0)=0.$$

For $t\ge 0$ this should give

$$p'(t)=-\int_0^t K(t-u)\,p(u)\,du,\qquad K(t)=\sum_k c_k^2e^{-a_kt}.$$

How does the proof go, and what exactly does the checked version say?

## Equations of motion on the whole time line

The file below imposes the equations at every real $t$, so every derivative is an ordinary two-sided one, including at $t=0$. For your force-free system this loses nothing: a linear system with constant coefficients can be continued to negative times. The result then holds for all real $t$, although the integral describes memory of the past only for $t\ge0$.

The file also allows an external force $F(t)$ and arbitrary initial values $s_k(0)$. The momentum equation becomes $p'=F(t)-\sum_k c_ks_k$, and your claim is the case $F=0$, $s_k(0)=0$.

## From the integrating factor to the memory kernel

Fix $t$ and one index $k$. By the product rule,

$$\frac{d}{du}\left[e^{-a_k(t-u)}s_k(u)\right]=e^{-a_k(t-u)}\left[a_ks_k(u)+c_kp(u)-a_ks_k(u)\right]=c_ke^{-a_k(t-u)}p(u).$$

Integrating from $0$ to $t$ gives

$$s_k(t)=e^{-a_kt}s_k(0)+r_k(t),\qquad r_k(t)=\int_0^t c_ke^{-a_k(t-u)}p(u)\,du.$$

Multiply by $c_k$ and sum over $k$. The sum is finite and the integrands are continuous, so sum and integral may be exchanged:

$$\sum_kc_ks_k(t)=\sum_kc_ke^{-a_kt}s_k(0)+\int_0^tK(t-u)\,p(u)\,du.$$

Substitution into the momentum equation yields

$$p'(t)=F(t)-\int_0^tK(t-u)\,p(u)\,du-\sum_kc_ke^{-a_kt}s_k(0).$$

With $F=0$ and $s_k(0)=0$, this is your equation.

For the converse, suppose that $p$ obeys the memory equation with force $F$ and no initial-value term. Write $r_k(t)=e^{-a_kt}\int_0^tc_ke^{a_ku}p(u)\,du$. Differentiating the product gives $r_k'=-a_kr_k+c_kp$, and the exchange of sum and integral turns the memory term into $\sum_kc_kr_k$. Thus $p$ and the $r_k$ solve the extended system.

The energy $E=\tfrac12\left(p^2+\sum_ks_k^2\right)$ satisfies

$$E'=p\Big(F-\sum_kc_ks_k\Big)+\sum_ks_k(c_kp-a_ks_k)=Fp-\sum_ka_ks_k^2.$$

The couplings only exchange energy between $p$ and the $s_k$; the rates $a_k$ remove it when they are positive.

## One auxiliary momentum at $t=1$

Take $c=1$, $a=2$, $F=0$, with $p=(1+t)e^{-t}$ and $s=te^{-t}$. Then $p'(1)=-s(1)=-e^{-1}\approx-0.368$. The memory integral is

$$\int_0^1e^{-2(1-u)}(1+u)e^{-u}\,du=e^{-2}\int_0^1(1+u)e^u\,du=e^{-2}\left[ue^u\right]_0^1=e^{-1},$$

and its negative is the same number.

## What the Lean statements say

`IsExtendedTrajectory c a F p s` collects the equations of motion. The finite type `ι` labels the auxiliary momenta, `c k` and `a k` are real constants, and `s k t` is $s_k(t)$. `HasDerivAt p v t` says that $p$ is differentiable at $t$ with derivative $v$. The constants $c_k$ stand for the coupling strengths and the $a_k$ for the friction rates; no sign is assumed for either. Masses are absorbed into the variables.

`memory_friction` is your claim, with `h0` as the condition $s_k(0)=0$. `generalized_langevin` keeps the force and the initial values. Since `F` is any function of time, it may be a potential force evaluated along the given trajectory. If `ι` is empty, the kernel vanishes and $p'=F$.

The system is deterministic: there is no random force, and neither a temperature nor a fluctuation–dissipation relation appears. Despite the names `generalized_langevin` and `ExtendedMomentumThermostat`, the file treats only the deterministic part of such a thermostat. The kernels are finite sums of real exponentials because the auxiliary momenta are not coupled to one another and the $a_k$ are real. The weights $c_k^2$ are nonnegative because the same $c_k$ enters the equations for $p$ and $s_k$ with opposite signs. For this restricted class, the equivalence lets a molecular dynamics code propagate a few extra variables rather than store the history of $p$.

```lean
import Mathlib

open Finset

namespace ExtendedMomentumThermostat

noncomputable section

variable {ι : Type*} [Fintype ι]

/-- The memory kernel `K(t) = ∑ₖ cₖ² exp(-aₖ t)`. -/
def memoryKernel (c a : ι → ℝ) (t : ℝ) : ℝ :=
  ∑ k, c k ^ 2 * Real.exp (-a k * t)

/-- The equations of motion of a momentum `p` under an external force `F`, coupled with
strengths `c k` to auxiliary momenta `s k` that have friction rates `a k`. -/
structure IsExtendedTrajectory (c a : ι → ℝ) (F p : ℝ → ℝ) (s : ι → ℝ → ℝ) : Prop where
  momentum : ∀ t, HasDerivAt p (F t - ∑ k, c k * s k t) t
  auxiliary : ∀ k t, HasDerivAt (s k) (c k * p t - a k * s k t) t

/-- The response of one auxiliary momentum, zero at time `0`, to `p` between times `0` and `t`. -/
def auxiliaryResponse (c a : ℝ) (p : ℝ → ℝ) (t : ℝ) : ℝ :=
  ∫ u in (0 : ℝ)..t, c * Real.exp (-a * (t - u)) * p u

/-- An auxiliary momentum is its initial value times `exp(-a t)` plus its response to `p` between
times `0` and `t`. -/
theorem auxiliary_solution {c a : ℝ} {p s : ℝ → ℝ} (hp : Continuous p)
    (hs : ∀ t, HasDerivAt s (c * p t - a * s t) t) (t : ℝ) :
    s t = Real.exp (-a * t) * s 0 + auxiliaryResponse c a p t := by
  -- the integrating factor removes the friction term
  have hG : ∀ u, HasDerivAt (fun u => Real.exp (-a * (t - u)) * s u)
      (c * Real.exp (-a * (t - u)) * p u) u := by
    intro u
    have h1 : HasDerivAt (fun u : ℝ => -a * (t - u)) a u :=
      (((hasDerivAt_id' u).const_sub t).const_mul (-a)).congr_deriv (by ring)
    exact (h1.exp.fun_mul (hs u)).congr_deriv (by ring)
  have hc : Continuous (fun u => c * Real.exp (-a * (t - u)) * p u) := by fun_prop
  have h := intervalIntegral.integral_eq_sub_of_hasDerivAt
    (fun u _ => hG u) (hc.intervalIntegrable 0 t)
  simp only [sub_self, mul_zero, Real.exp_zero, one_mul, sub_zero] at h
  unfold auxiliaryResponse
  linarith

/-- The coupling-weighted sum of the auxiliary responses is the convolution of the memory
kernel with the momentum. -/
theorem sum_response_eq_memory (c a : ι → ℝ) {p : ℝ → ℝ} (hp : Continuous p) (t : ℝ) :
    ∑ k, c k * auxiliaryResponse (c k) (a k) p t =
      ∫ u in (0 : ℝ)..t, memoryKernel c a (t - u) * p u := by
  have hint : ∀ k ∈ (Finset.univ : Finset ι), IntervalIntegrable
      (fun u => c k ^ 2 * Real.exp (-a k * (t - u)) * p u) MeasureTheory.volume 0 t := by
    intro k _
    have hc : Continuous (fun u => c k ^ 2 * Real.exp (-a k * (t - u)) * p u) := by
      fun_prop
    exact hc.intervalIntegrable 0 t
  simp only [memoryKernel, Finset.sum_mul]
  rw [intervalIntegral.integral_finsetSum hint]
  refine Finset.sum_congr rfl fun k _ => ?_
  unfold auxiliaryResponse
  rw [← intervalIntegral.integral_const_mul]
  congr 1
  funext u
  ring

/-- Eliminating the auxiliary momenta gives an equation for `p` alone, with the external
force, a memory friction, and a force set by the initial auxiliary momenta. -/
theorem generalized_langevin {c a : ι → ℝ} {F p : ℝ → ℝ} {s : ι → ℝ → ℝ}
    (h : IsExtendedTrajectory c a F p s) (t : ℝ) :
    HasDerivAt p (F t - (∫ u in (0 : ℝ)..t, memoryKernel c a (t - u) * p u)
      - ∑ k, c k * Real.exp (-a k * t) * s k 0) t := by
  have hp : Continuous p :=
    continuous_iff_continuousAt.mpr fun x => (h.momentum x).continuousAt
  refine (h.momentum t).congr_deriv ?_
  -- insert the solution of each auxiliary equation
  have hsum : ∑ k, c k * s k t = ∑ k, c k * Real.exp (-a k * t) * s k 0
      + ∑ k, c k * auxiliaryResponse (c k) (a k) p t := by
    rw [← Finset.sum_add_distrib]
    refine Finset.sum_congr rfl fun k _ => ?_
    have hk := auxiliary_solution hp (h.auxiliary k) t
    linear_combination c k * hk
  rw [hsum, sum_response_eq_memory c a hp t]
  ring

/-- Without external force and with auxiliary momenta that start at zero, the rate of change
of `p` is minus the convolution of the memory kernel with `p`. -/
theorem memory_friction {c a : ι → ℝ} {p : ℝ → ℝ} {s : ι → ℝ → ℝ}
    (h : IsExtendedTrajectory c a (fun _ => 0) p s) (h0 : ∀ k, s k 0 = 0) (t : ℝ) :
    HasDerivAt p (-∫ u in (0 : ℝ)..t, memoryKernel c a (t - u) * p u) t := by
  refine (generalized_langevin h t).congr_deriv ?_
  simp only [h0, mul_zero, Finset.sum_const_zero, sub_zero, zero_sub]

/-- The auxiliary response obeys the equation of motion of an auxiliary momentum driven by `p`. -/
theorem hasDerivAt_auxiliaryResponse (c a : ℝ) {p : ℝ → ℝ} (hp : Continuous p) (t : ℝ) :
    HasDerivAt (auxiliaryResponse c a p) (c * p t - a * auxiliaryResponse c a p t) t := by
  -- separate the dependence on the final time from the integrand
  have heq : auxiliaryResponse c a p =
      fun t => Real.exp (-a * t) * ∫ u in (0 : ℝ)..t, c * Real.exp (a * u) * p u := by
    funext t
    unfold auxiliaryResponse
    rw [← intervalIntegral.integral_const_mul]
    congr 1
    funext u
    rw [show -a * (t - u) = -a * t + a * u by ring, Real.exp_add]
    ring
  have hc : Continuous (fun u => c * Real.exp (a * u) * p u) := by fun_prop
  have hI := (hc.integral_hasStrictDerivAt 0 t).hasDerivAt
  have hE : HasDerivAt (fun t : ℝ => Real.exp (-a * t)) (-a * Real.exp (-a * t)) t :=
    ((hasDerivAt_id' t).const_mul (-a)).exp.congr_deriv (by ring)
  have hone : Real.exp (-a * t) * Real.exp (a * t) = 1 := by
    rw [← Real.exp_add, show -a * t + a * t = 0 by ring, Real.exp_zero]
  rw [heq]
  refine (hE.fun_mul hI).congr_deriv ?_
  linear_combination c * p t * hone

/-- Conversely, a momentum obeying the memory equation, together with its auxiliary
responses, solves the extended equations of motion. -/
theorem extended_of_memory {c a : ι → ℝ} {F p : ℝ → ℝ}
    (h : ∀ t, HasDerivAt p
      (F t - ∫ u in (0 : ℝ)..t, memoryKernel c a (t - u) * p u) t) :
    IsExtendedTrajectory c a F p (fun k => auxiliaryResponse (c k) (a k) p) := by
  have hp : Continuous p :=
    continuous_iff_continuousAt.mpr fun x => (h x).continuousAt
  refine ⟨fun t => ?_, fun k t => hasDerivAt_auxiliaryResponse (c k) (a k) hp t⟩
  rw [sum_response_eq_memory c a hp t]
  exact h t

/-- The quadratic energy of all momenta changes at the rate `F p - ∑ₖ aₖ sₖ²`. -/
theorem energy_balance {c a : ι → ℝ} {F p : ℝ → ℝ} {s : ι → ℝ → ℝ}
    (h : IsExtendedTrajectory c a F p s) (t : ℝ) :
    HasDerivAt (fun t => (p t ^ 2 + ∑ k, s k t ^ 2) / 2)
      (F t * p t - ∑ k, a k * s k t ^ 2) t := by
  simp only [pow_two]
  have hs := HasDerivAt.fun_sum (u := (Finset.univ : Finset ι))
    (fun k _ => (h.auxiliary k t).fun_mul (h.auxiliary k t))
  refine ((((h.momentum t).fun_mul (h.momentum t)).fun_add hs).div_const 2).congr_deriv ?_
  -- the coupling terms cancel between `p` and the auxiliary momenta
  have e : ∑ k, ((c k * p t - a k * s k t) * s k t + s k t * (c k * p t - a k * s k t))
      = 2 * p t * ∑ k, c k * s k t - 2 * ∑ k, a k * (s k t * s k t) := by
    rw [Finset.mul_sum, Finset.mul_sum, ← Finset.sum_sub_distrib]
    refine Finset.sum_congr rfl fun k _ => ?_
    ring
  rw [e]
  ring

/-- For one auxiliary momentum with `c = 1`, `a = 2` and no external force,
`p = (1 + t) exp(-t)` and `s = t exp(-t)` solve the equations of motion, with `s(0) = 0`. -/
theorem extendedTrajectory_witness :
    IsExtendedTrajectory (ι := Unit) (fun _ => 1) (fun _ => 2) (fun _ => 0)
      (fun t => (1 + t) * Real.exp (-t)) (fun _ t => t * Real.exp (-t)) ∧
    (0 : ℝ) * Real.exp (-0) = 0 := by
  have he : ∀ t : ℝ, HasDerivAt (fun t : ℝ => Real.exp (-t)) (-Real.exp (-t)) t :=
    fun t => (hasDerivAt_id' t).fun_neg.exp.congr_deriv (by ring)
  refine ⟨⟨fun t => ?_, fun _ t => ?_⟩, zero_mul _⟩
  · refine (((hasDerivAt_id' t).const_add 1).fun_mul (he t)).congr_deriv ?_
    simp only [Finset.univ_unique, Finset.sum_singleton]
    ring
  · exact ((hasDerivAt_id' t).fun_mul (he t)).congr_deriv (by ring)

end

end ExtendedMomentumThermostat
```

```lean
#print axioms ExtendedMomentumThermostat.sum_response_eq_memory
#print axioms ExtendedMomentumThermostat.memory_friction
#print axioms ExtendedMomentumThermostat.extended_of_memory
#print axioms ExtendedMomentumThermostat.energy_balance
```

```
'ExtendedMomentumThermostat.sum_response_eq_memory' depends on axioms: [propext, Classical.choice, Quot.sound]
'ExtendedMomentumThermostat.memory_friction' depends on axioms: [propext, Classical.choice, Quot.sound]
'ExtendedMomentumThermostat.extended_of_memory' depends on axioms: [propext, Classical.choice, Quot.sound]
'ExtendedMomentumThermostat.energy_balance' depends on axioms: [propext, Classical.choice, Quot.sound]
```

## How the proof follows the calculation

`auxiliary_solution` is the integrating-factor step. Its `hG` is the derivative of $e^{-a(t-u)}s(u)$, and `integral_eq_sub_of_hasDerivAt` is the fundamental theorem of calculus. The integrability it needs comes from the continuity of `p`, which is also a hypothesis of `sum_response_eq_memory` and `hasDerivAt_auxiliaryResponse`. In `generalized_langevin` and `extended_of_memory`, continuity follows from the differentiability of `p`.

`sum_response_eq_memory` assembles the kernel: `integral_finsetSum` exchanges sum and integral, and `ring` matches $c_k\cdot c_k$ with $c_k^2$.

In `generalized_langevin`, the lemma `HasDerivAt.congr_deriv` first reduces the claim to an equality between two expressions for the derivative of `p`. To prove that equality, `linear_combination c k * hk` multiplies each auxiliary solution by $c_k$, and the kernel identity rewrites the sum of responses. `memory_friction` sets the force and initial values to zero.

For the converse, `hasDerivAt_auxiliaryResponse` factors $e^{-at}$ out of the integral and applies the product rule; `hone` supplies $e^{-at}e^{at}=1$. `extended_of_memory` combines this with the kernel identity.

`energy_balance` differentiates the squares as products, and the identity `e` isolates the coupling term that cancels. `extendedTrajectory_witness` verifies by differentiation that the explicit pair in the numerical example solves the equations with $s(0)=0$, so the hypotheses of `memory_friction` are satisfied by a nonzero motion.
